# The two-particle Laughlin polynomial of odd exponent m is a sum of (m+1)/2 Slater determinants and of no fewer

Take two spin-polarised electrons in the lowest Landau level, at complex positions $x$ and $y$, in the Laughlin state of exponent 3. In the symmetric gauge, and apart from Gaussian factors and a normalisation constant, their wavefunction is

$$(x-y)^3 = (x^3 - y^3) - 3\,(x^2y - xy^2).$$

Each bracket is a determinant of two one-particle functions: the first is built from $z^3$ and $1$, the second from $z^2$ and $z$. Two determinants are therefore enough.

One is not. Fix the first particle at $x = 0, 1, 2, 3$. This gives four functions of $y$, namely $(0-y)^3$, $(1-y)^3$, $(2-y)^3$ and $(3-y)^3$, and they are linearly independent. A single determinant $f(x)g(y)-f(y)g(x)$ with $x$ fixed is always a combination of the two functions $f$ and $g$, so it can supply at most two independent functions of $y$.

## The count for every odd exponent

Write $S[f,g](x,y) = f(x)g(y) - f(y)g(x)$ for the determinant without the usual factor $1/\sqrt2$. For odd $m = 2k+1$,

$$(x-y)^m = \sum_{j=0}^{k} (-1)^j \binom{m}{j}\, S[z^{m-j}, z^j](x,y),$$

which has $k+1 = (m+1)/2$ terms. Conversely, if $(x-y)^m$ is a sum of $r$ determinants of any one-particle functions, then

$$m+1 \le 2r.$$

The bound also holds for the state with its Gaussian factors. That state is a single determinant exactly when $m=1$.

## Configuration lists and Hartree-Fock for two electrons

A determinant-based configuration-interaction code stores a state as a list of determinants with amplitudes. For the two-electron Laughlin state of odd exponent $m$, an exact list has at least $(m+1)/2$ entries, whatever orbitals are chosen. Rotating the orbitals, allowing non-orthogonal ones or admixing higher Landau levels may shorten a longer list, but never below this bound. A Hartree-Fock calculation, which keeps one determinant, can reproduce this two-electron state at $m=1$ but not at $m=3$. A Monte Carlo code that evaluates the power $(x-y)^m$ directly needs no such list.

In an actual calculation the basis is normalised. With magnetic length one, the orbitals are

$$\varphi_j(z) = \frac{z^j e^{-|z|^2/4}}{\sqrt{2\pi\,2^j\,j!}}.$$

Let $D_j$ be the normalised determinant of $\varphi_{m-j}$ and $\varphi_j$, including the factor $1/\sqrt2$. Passing from monomials to these orbitals multiplies the coefficient of term $j$ by $\sqrt{j!\,(m-j)!}$, up to a factor common to all terms. Since $\sum_{j=0}^{k}\binom{m}{j} = 2^{m-1}$, the normalised state is

$$\sum_{j=0}^{k} (-1)^j \sqrt{\binom{m}{j}\Big/2^{m-1}}\; D_j.$$

For $m=3$ the amplitudes are $1/2$ and $-\sqrt3/2$. The one-body density matrix then has occupations $1/4, 3/4, 3/4, 1/4$ for the orbitals $\varphi_0,\dots,\varphi_3$, whereas a single determinant of orthonormal orbitals has only occupations 0 and 1. These normalised numbers come from ordinary integration; the Lean theorems concern the unnormalised identity and the count.

## Pairing powers, then pinning one particle

**The expansion.** The binomial theorem gives

$$(x-y)^m = \sum_{j=0}^{m} (-1)^j\binom{m}{j} x^{m-j}y^j.$$

Pair the term $j \le k$ with the term $m-j$. The binomial coefficients agree, and because $m$ is odd, $(-1)^{m-j} = -(-1)^j$. The pair adds up to

$$(-1)^j\binom{m}{j}\left(x^{m-j}y^j - x^j y^{m-j}\right) = (-1)^j\binom{m}{j}\,S[z^{m-j},z^j](x,y).$$

There are $k+1$ pairs.

**Independence of the pinned functions.** Let $p_0,\dots,p_m$ be distinct complex numbers, and suppose $\sum_j c_j (p_j-y)^m = 0$ for all $y$. The coefficient of $y^{m-i}$ is

$$(-1)^{m-i}\binom{m}{i}\sum_{j=0}^{m} c_j p_j^{\,i} = 0, \qquad i = 0,\dots,m.$$

The binomial coefficient is nonzero, so $\sum_j c_j p_j^{\,i}=0$ for every such $i$. This is a square linear system for the $c_j$ with a Vandermonde matrix, whose determinant $\prod_{a<b}(p_b-p_a)$ is nonzero. Hence every $c_j$ vanishes.

**The lower bound.** Suppose $(x-y)^m = \sum_{i=0}^{r-1} S[f_i,g_i](x,y)$. Form the matrix $M$ with $2r$ rows and $m+1$ columns whose column $j$ lists the values $f_i(p_j)$ and $g_i(p_j)$. If $Mc=0$, then

$$\sum_j c_j (p_j-y)^m = \sum_i\Big[\Big(\sum_j c_j f_i(p_j)\Big) g_i(y) - f_i(y)\sum_j c_j g_i(p_j)\Big] = 0.$$

By the independence just shown, $c=0$. So $M$ is an injective linear map from $\mathbb C^{m+1}$ to $\mathbb C^{2r}$, and $m+1\le 2r$. For odd $m$ this reads $r\ge (m+1)/2$, which the expansion attains.

**The Gaussian factors.** Let $G(z)=e^{-|z|^2/4}$, which is never zero. If $(x-y)^m G(x)G(y) = \sum_i S[f_i,g_i](x,y)$, divide by $G(x)G(y)$. Each determinant becomes $S[f_i/G,\,g_i/G]$, so the same bound applies.

**One determinant.** Setting $r=1$ gives $m\le1$. For $m=0$ the state equals 1 at $x=y=0$, where every determinant vanishes, so $m=0$ is excluded. For $m=1$ the orbitals $zG(z)$ and $G(z)$ work:

$$xG(x)G(y) - yG(y)G(x) = (x-y)G(x)G(y).$$

## The Lean source

```lean
import Mathlib

open scoped Polynomial
open Polynomial (C X)

namespace LaughlinSlaterRank

noncomputable section

/-- The unnormalised two-particle Slater determinant of the orbitals `f` and `g`. -/
def slater (f g : ℂ → ℂ) (x y : ℂ) : ℂ := f x * g y - f y * g x

/-- The Gaussian factor `exp (-|z|² / 4)` of the lowest Landau level, with magnetic length one. -/
def gauss (z : ℂ) : ℂ := ((Real.exp (-‖z‖ ^ 2 / 4) : ℝ) : ℂ)

/-- The unnormalised two-particle Laughlin state of exponent `m`, Gaussian factors included. -/
def laughlinState (m : ℕ) (x y : ℂ) : ℂ := (x - y) ^ m * gauss x * gauss y

/-- For the odd exponent `2k+1`, the Laughlin polynomial is an explicit linear combination of `k+1`
determinants, each built from two monomial orbitals whose powers add up to `2k+1`. -/
theorem laughlin_expansion (k : ℕ) (x y : ℂ) :
    (x - y) ^ (2 * k + 1) = ∑ j ∈ Finset.range (k + 1),
      (-1) ^ j * ((2 * k + 1).choose j : ℂ) *
        slater (fun z => z ^ (2 * k + 1 - j)) (fun z => z ^ j) x y := by
  -- pair the term `j` of a sum with the term `2k+1-j`
  have pair : ∀ F : ℕ → ℂ, ∑ j ∈ Finset.range (2 * k + 1 + 1), F j
      = ∑ j ∈ Finset.range (k + 1), (F j + F (2 * k + 1 - j)) := by
    intro F
    rw [show 2 * k + 1 + 1 = (k + 1) + (k + 1) by ring, Finset.sum_range_add,
      Finset.sum_add_distrib, ← Finset.sum_range_reflect (fun j => F (k + 1 + j)) (k + 1)]
    congr 1
    refine Finset.sum_congr rfl fun j hj => ?_
    have hj' := Finset.mem_range.mp hj
    show F (k + 1 + (k + 1 - 1 - j)) = F (2 * k + 1 - j)
    congr 1
    omega
  rw [sub_eq_add_neg x y, add_pow, pair]
  refine Finset.sum_congr rfl fun j hj => ?_
  have hj' := Finset.mem_range.mp hj
  -- the two paired terms carry opposite signs because the exponent is odd
  have h1 : (-1 : ℂ) ^ (2 * k + 1 - j) * (-1) ^ j = -1 := by
    rw [← pow_add, show 2 * k + 1 - j + j = 2 * k + 1 by omega]
    simp [pow_succ, pow_mul]
  have h2 : (-1 : ℂ) ^ j * (-1) ^ j = 1 := by
    rw [← mul_pow]
    norm_num
  have hs : (-1 : ℂ) ^ (2 * k + 1 - j) = -(-1) ^ j := by
    linear_combination (-1 : ℂ) ^ j * h1 - (-1 : ℂ) ^ (2 * k + 1 - j) * h2
  rw [show 2 * k + 1 - (2 * k + 1 - j) = j by omega,
    Nat.choose_symm (show j ≤ 2 * k + 1 by omega),
    neg_pow y (2 * k + 1 - j), neg_pow y j, hs]
  simp only [slater]
  ring

/-- Pin one particle at `m+1` distinct points `p j`: the resulting functions `(p j - y)^m` of
the other particle's position are linearly independent. -/
theorem pinned_linearIndependent (m : ℕ) (p : Fin (m + 1) → ℂ) (hp : Function.Injective p) :
    LinearIndependent ℂ (fun j => fun y : ℂ => (p j - y) ^ m) := by
  rw [Fintype.linearIndependent_iff]
  intro c hc
  -- a linear relation between the functions is a polynomial identity
  have hP : ∑ j, C (c j) * (X + C (p j)) ^ m = 0 := by
    refine Polynomial.funext fun t => ?_
    have h := congrFun hc (-t)
    simp only [Finset.sum_apply, Pi.smul_apply, smul_eq_mul, Pi.zero_apply,
      sub_neg_eq_add] at h
    simp only [Polynomial.eval_finsetSum, Polynomial.eval_mul, Polynomial.eval_C,
      Polynomial.eval_pow, Polynomial.eval_add, Polynomial.eval_X, Polynomial.eval_zero]
    refine Eq.trans (Finset.sum_congr rfl fun j _ => ?_) h
    rw [add_comm t]
  -- its coefficients say that all moments of `c` up to order `m` vanish
  have hm : ∀ i : Fin (m + 1), ∑ j, c j * p j ^ (i : ℕ) = 0 := by
    intro i
    have hi := i.isLt
    have h := congrArg (fun P : ℂ[X] => P.coeff (m - (i : ℕ))) hP
    simp only [Polynomial.finsetSum_coeff, Polynomial.coeff_C_mul,
      Polynomial.coeff_X_add_C_pow, Polynomial.coeff_zero] at h
    rw [show m - (m - (i : ℕ)) = (i : ℕ) by omega] at h
    have hne : (m.choose (m - (i : ℕ)) : ℂ) ≠ 0 :=
      Nat.cast_ne_zero.mpr (Nat.choose_pos (Nat.sub_le _ _)).ne'
    apply mul_right_cancel₀ hne
    rw [zero_mul, Finset.sum_mul]
    refine Eq.trans (Finset.sum_congr rfl fun j _ => ?_) h
    ring
  -- the Vandermonde matrix of distinct points is invertible
  have hv : Matrix.vecMul c (Matrix.vandermonde p) = 0 := by
    ext i
    simpa [Matrix.vecMul, dotProduct, Matrix.vandermonde_apply] using hm i
  exact congrFun
    (Matrix.eq_zero_of_vecMul_eq_zero (Matrix.det_vandermonde_ne_zero_iff.mpr hp) hv)

/-- If `(x-y)^m` is a sum of `r` determinants of arbitrary one-particle functions, then the
`2r` orbitals number at least `m+1`. -/
theorem orbitals_ge {m r : ℕ} (f g : Fin r → ℂ → ℂ)
    (h : ∀ x y, (x - y) ^ m = ∑ i, slater (f i) (g i) x y) : m + 1 ≤ 2 * r := by
  let p : Fin (m + 1) → ℂ := fun j => ((j : ℕ) : ℂ)
  have hp : Function.Injective p := fun a b hab => Fin.ext (Nat.cast_injective (R := ℂ) hab)
  -- sample all `2r` orbitals at `m+1` points
  let M : Matrix (Fin r ⊕ Fin r) (Fin (m + 1)) ℂ :=
    Matrix.of fun s j => Sum.elim (fun i => f i (p j)) (fun i => g i (p j)) s
  have hinj : Function.Injective M.mulVecLin := by
    refine (injective_iff_map_eq_zero M.mulVecLin).mpr fun c hc => ?_
    have hf : ∀ i, ∑ j, f i (p j) * c j = 0 := fun i => congrFun hc (Sum.inl i)
    have hg : ∀ i, ∑ j, g i (p j) * c j = 0 := fun i => congrFun hc (Sum.inr i)
    -- a kernel vector would be a linear relation between the pinned functions
    have hrel : ∑ j, c j • (fun y : ℂ => (p j - y) ^ m) = 0 := by
      ext y
      simp only [Finset.sum_apply, Pi.smul_apply, smul_eq_mul, Pi.zero_apply]
      calc ∑ j, c j * (p j - y) ^ m
          = ∑ j, ∑ i, (f i (p j) * c j * g i y - f i y * (g i (p j) * c j)) := by
            refine Finset.sum_congr rfl fun j _ => ?_
            rw [h, Finset.mul_sum]
            refine Finset.sum_congr rfl fun i _ => ?_
            simp only [slater]
            ring
        _ = ∑ i, ((∑ j, f i (p j) * c j) * g i y - f i y * ∑ j, g i (p j) * c j) := by
            rw [Finset.sum_comm]
            refine Finset.sum_congr rfl fun i _ => ?_
            rw [Finset.sum_sub_distrib, Finset.sum_mul, Finset.mul_sum]
        _ = 0 := by simp [hf, hg]
    ext j
    exact Fintype.linearIndependent_iff.mp (pinned_linearIndependent m p hp) c hrel j
  have hd := LinearMap.finrank_le_finrank_of_injective hinj
  simp only [Module.finrank_fintype_fun_eq_card, Fintype.card_sum, Fintype.card_fin] at hd
  omega

/-- For odd `m`, the least number of determinants of polynomial orbitals that sum to the
two-particle Laughlin polynomial `(x-y)^m` is `(m+1)/2`. -/
theorem laughlin_slater_rank {m : ℕ} (hm : Odd m) :
    IsLeast {r : ℕ | ∃ f g : Fin r → ℂ[X], ∀ x y : ℂ, (x - y) ^ m =
      ∑ i, slater (fun z => (f i).eval z) (fun z => (g i).eval z) x y} ((m + 1) / 2) := by
  obtain ⟨k, rfl⟩ := hm
  rw [show (2 * k + 1 + 1) / 2 = k + 1 by omega]
  constructor
  · refine ⟨fun i => C ((-1) ^ (i : ℕ) * ((2 * k + 1).choose (i : ℕ) : ℂ)) *
      X ^ (2 * k + 1 - (i : ℕ)), fun i => X ^ (i : ℕ), fun x y => ?_⟩
    rw [laughlin_expansion, Finset.sum_range]
    refine Finset.sum_congr rfl fun i _ => ?_
    simp only [slater, Polynomial.eval_mul, Polynomial.eval_C, Polynomial.eval_pow,
      Polynomial.eval_X]
    ring
  · rintro r ⟨f, g, h⟩
    have h' := orbitals_ge (fun i z => (f i).eval z) (fun i z => (g i).eval z) h
    omega

/-- If the Laughlin state with its Gaussian factors is a sum of `r` determinants of arbitrary
orbitals, then `m+1 ≤ 2r`. -/
theorem laughlinState_orbitals_ge {m r : ℕ} (f g : Fin r → ℂ → ℂ)
    (h : ∀ x y, laughlinState m x y = ∑ i, slater (f i) (g i) x y) : m + 1 ≤ 2 * r := by
  have hG : ∀ z, gauss z ≠ 0 := fun z => Complex.ofReal_ne_zero.mpr (Real.exp_pos _).ne'
  -- divide every orbital by the Gaussian
  refine orbitals_ge (fun i z => f i z / gauss z) (fun i z => g i z / gauss z) fun x y => ?_
  have hq : ∀ i, slater (fun z => f i z / gauss z) (fun z => g i z / gauss z) x y
      = slater (f i) (g i) x y / (gauss x * gauss y) := by
    intro i
    simp only [slater]
    ring
  rw [Finset.sum_congr rfl fun i _ => hq i, ← Finset.sum_div, ← h,
    eq_div_iff (mul_ne_zero (hG x) (hG y)), laughlinState]
  ring

/-- The two-particle Laughlin state of exponent `m` is a single Slater determinant of some
pair of orbitals exactly when `m = 1`. -/
theorem laughlinState_single_determinant_iff (m : ℕ) :
    (∃ f g : ℂ → ℂ, ∀ x y, laughlinState m x y = slater f g x y) ↔ m = 1 := by
  constructor
  · rintro ⟨f, g, h⟩
    have h1 := laughlinState_orbitals_ge (r := 1) (fun _ => f) (fun _ => g)
      (fun x y => by simpa using h x y)
    -- exponent zero is excluded by the Pauli principle at coincident points
    have h0 : m ≠ 0 := by
      rintro rfl
      have h00 := h 0 0
      simp [laughlinState, slater, gauss] at h00
    omega
  · rintro rfl
    refine ⟨fun z => z * gauss z, gauss, fun x y => ?_⟩
    simp only [laughlinState, slater, pow_one]
    ring

end

end LaughlinSlaterRank
```

```lean
#print axioms LaughlinSlaterRank.laughlin_slater_rank
#print axioms LaughlinSlaterRank.laughlinState_single_determinant_iff
```

```
'LaughlinSlaterRank.laughlin_slater_rank' depends on axioms: [propext, Classical.choice, Quot.sound]
'LaughlinSlaterRank.laughlinState_single_determinant_iff' depends on axioms: [propext, Classical.choice, Quot.sound]
```

## Arbitrary orbitals, two particles, exact equality

In the code, `x` and `y` are the complex positions of the two particles, not the Cartesian coordinates of one. The exponent `m` is a natural number; textbooks often use the same letter for the angular momentum of an orbital. `slater f g` is $S[f,g]$, `gauss` is $G$, and `laughlinState m` is the unnormalised state with both Gaussians.

`laughlin_slater_rank` assumes `Odd m`, the condition for the polynomial to change sign when the two fermions are exchanged. It considers all numbers `r` for which there are `r` pairs of complex polynomials whose determinants sum to $(x-y)^m$ at every pair of positions. `IsLeast` says that `(m + 1) / 2` is such a number and that none is smaller. The division is that of natural numbers, and for odd `m` it leaves no remainder. Amplitudes do not appear separately because they can be absorbed into an orbital.

The lower bound is stated more widely in `orbitals_ge`, where the orbitals are any functions from `ℂ` to `ℂ`, with no continuity, normalisability or orthogonality required. `laughlinState_orbitals_ge` gives the same bound for the state with Gaussians, and `laughlinState_single_determinant_iff` gives the criterion $m=1$ among all natural numbers.

The equalities are exact and hold at all positions. The bound therefore does not say how well a shorter list can approximate the state. The orbitals are scalar functions, so spin is frozen.

Apart from Gaussian factors, the Laughlin wavefunction of a quantum Hall liquid is a product of such powers over all pairs of many electrons. Going from one pair to that liquid is a step that no hypothesis here supplies, and the count $(m+1)/2$ should not be carried over to larger particle numbers.

## Binomial pairs and the sampling matrix in Lean

`laughlin_expansion` is the pairing argument. Its local statement `pair` folds a sum of $2k+2$ terms into $k+1$ pairs by reversing the upper half. `hs` supplies the opposite signs, `Nat.choose_symm` identifies the binomial coefficients, and `ring` collects each pair into a determinant.

`pinned_linearIndependent` proves the independence step. It substitutes $y=-t$, so that the relation becomes the polynomial identity `hP` in powers of $t+p_j$ and the alternating signs disappear. `hm` reads off the coefficients and cancels the binomial factor. `hv` rewrites the result as a row vector times the Vandermonde matrix, which is invertible for distinct points.

`orbitals_ge` uses the points $p_j=j$ and the matrix `M` from the derivation; its row index `Fin r ⊕ Fin r` lists the $f_i$ first and then the $g_i$. The `calc` block is the displayed computation for a kernel vector: insert the expansion, exchange the two sums, and use `hf` and `hg` to make every term vanish. Comparing the dimensions of the two spaces then gives the inequality.

`laughlin_slater_rank` combines the two halves, placing each coefficient of the expansion in the first orbital of its pair. `laughlinState_orbitals_ge` divides the orbitals by `gauss` and applies `orbitals_ge`. The last theorem takes `r := 1`, rules out exponent zero at coincident points, and gives the explicit pair of orbitals for $m=1$.
